# Over orthonormal bases of a \(d\)-fold degenerate level with Hermitian velocity block \(A\), the diagonal-only Drude sum has minimum \((\operatorname{tr}A)^2/d\) and maximum \(\operatorname{tr}(A^2)\)

Two free-electron plane waves \(e^{\pm iGx}\), folded to the zone centre of a supercell, have equal energy and opposite velocities \(\pm v\). An eigensolver that works with real wave functions returns a cosine and a sine instead. Both are valid eigenstates, and both have zero mean velocity. A code that squares only the diagonal velocities then records a Drude contribution of \(0\) where the two bands supply \(2v^2\), although the energies and the orthonormality are correct.

## Bounds on the diagonal sum

Let \(A\) be the Hermitian \(d\times d\) matrix of the velocity operator, along one direction, within a level of degeneracy \(d\ge1\). For an orthonormal basis \(u_n\) of the level, put

\[
v_n=\langle u_n,Au_n\rangle,\qquad W=\sum_n v_n^2 .
\]

Then

\[
\frac{(\operatorname{tr}A)^2}{d}\;\le\; W\;\le\;\operatorname{tr}(A^2).
\]

Both bounds are reached, the upper one exactly when every \(u_n\) is an eigenvector of \(A\). Some basis gives \(W=0\) if and only if \(\operatorname{tr}A=0\).

## Degenerate groups in a Drude-weight calculation

In independent-electron band theory, in units with \(\hbar=1\), the intraband weight at one \(k\)-point is, up to a constant factor, a sum of squared band velocities weighted by \(-\partial f/\partial E\), where \(f\) is the Fermi function. Along the chosen direction, the bands leave a degenerate point with the eigenvalues of \(A\) as slopes. The sum of their squares, \(\operatorname{tr}(A^2)\), is taken here as the full weight of the level.

In a tight-binding code with an orthonormal basis, one collects the eigenvectors of a degenerate group as the columns of a matrix \(C\) and forms \(A=C^\dagger(\partial H/\partial k_x)C\). Adding the squared moduli of all its elements gives \(\operatorname{tr}(A^2)\) without a further rotation. Diagonalising \(A\) is needed only if the individual velocities are wanted. The blocks for \(x\) and \(y\) need not commute, in which case no single basis gives both full weights, but the two traces still do.

## Two sums of squares and a Fourier rotation

Collect the \(u_n\) as columns of a unitary matrix \(U\), and let \(B=U^\dagger AU\), so that \(B_{mn}=\langle u_m,Au_n\rangle\) and \(B_{nn}=v_n\) is real. Since \(UU^\dagger=1\),

\[
\sum_n v_n=\operatorname{tr}(U^\dagger AU)=\operatorname{tr}(AUU^\dagger)=\operatorname{tr}A .
\]

**Upper bound.** Likewise \(B^2=U^\dagger A^2U\), and \(B_{nm}=\overline{B_{mn}}\), so

\[
\operatorname{tr}(A^2)=\sum_{n,m}B_{nm}B_{mn}=W+\sum_n\sum_{m\ne n}|B_{mn}|^2 .
\]

Equality holds exactly when \(B\) is diagonal. Because \(AU=UB\), this means \(Au_n=v_nu_n\) for every \(n\). An orthonormal eigenbasis exists by the spectral theorem.

**Lower bound.** With \(\bar v=\operatorname{tr}A/d\),

\[
\sum_n(v_n-\bar v)^2=W-2\bar v\operatorname{tr}A+d\bar v^2=W-\frac{(\operatorname{tr}A)^2}{d}.
\]

The left side is non-negative, and it vanishes when all velocities are equal.

**Reaching the lower bound.** Let \(V\) be an eigenbasis with eigenvalues \(a_m\), and let \(F_{kj}=e^{2\pi ijk/d}/\sqrt d\) for \(j,k=0,\dots,d-1\). Then

\[
\sum_k\overline{F_{kj}}F_{kl}=\frac1d\sum_{k=0}^{d-1}w^k,\qquad w=e^{2\pi i(l-j)/d}.
\]

For \(j=l\) this is \(1\). Otherwise \(w\ne1\) and \((1-w)\sum_k w^k=1-w^d=0\), so the sum vanishes. Hence \(F\) is unitary, and in the basis \(U=VF\)

\[
v_n=\sum_m|F_{mn}|^2a_m=\frac1d\sum_m a_m=\bar v .
\]

**Vanishing weight.** If \(W=0\), every \(v_n\) is zero and so is their sum \(\operatorname{tr}A\). If \(\operatorname{tr}A=0\), the basis just built has \(W=0\).

The argument uses only that \(A\) is Hermitian. Read as a perturbation within a degenerate level, \(A\) has first-order shifts whose squares add up to \(\operatorname{tr}(A^2)\), and diagonal elements in an unadapted basis can miss them all. This happens for the linear Stark effect in the \(n=2\) level of non-relativistic hydrogen, in the basis of 2s and 2p states.

## The Lean file

```lean
import Mathlib

open Matrix

namespace DegenerateDrude

noncomputable section

variable {d : ℕ}

/-- The velocity block `A` written in the basis formed by the columns of `U`. -/
def block (A U : Matrix (Fin d) (Fin d) ℂ) : Matrix (Fin d) (Fin d) ℂ := Uᴴ * A * U

/-- The band velocity assigned to the `n`-th basis state: the real part of `⟨uₙ, A uₙ⟩`. -/
def velocity (A U : Matrix (Fin d) (Fin d) ℂ) (n : Fin d) : ℝ := (block A U n n).re

/-- The diagonal-only Drude sum: the squared band velocities added over the basis states. -/
def diagDrude (A U : Matrix (Fin d) (Fin d) ℂ) : ℝ := ∑ n, velocity A U n ^ 2

/-- Every column of `U` is an eigenvector of `A` or zero, with a real factor. -/
def IsEigenbasis (A U : Matrix (Fin d) (Fin d) ℂ) : Prop :=
  ∀ n, ∃ v : ℝ, A *ᵥ (fun i => U i n) = (v : ℂ) • (fun i => U i n)

/-- The discrete Fourier matrix, with entries `exp(2πi jk/d)/√d`, for `d ≥ 1`. -/
def dft (d : ℕ) : Matrix (Fin d) (Fin d) ℂ := Matrix.of fun k j =>
  (Complex.exp (2 * Real.pi * Complex.I / d) ^ (j : ℕ)) ^ (k : ℕ) / (Real.sqrt d : ℂ)

/-- The trace of the velocity block is the same in every orthonormal basis. -/
theorem block_trace {U : Matrix (Fin d) (Fin d) ℂ} (hU : U ∈ unitaryGroup (Fin d) ℂ)
    (A : Matrix (Fin d) (Fin d) ℂ) : (block A U).trace = A.trace := by
  have h : U * Uᴴ = 1 := Matrix.mem_unitaryGroup_iff.mp hU
  rw [block, Matrix.trace_mul_comm, ← Matrix.mul_assoc, h, Matrix.one_mul]

lemma sum_velocity {U : Matrix (Fin d) (Fin d) ℂ} (hU : U ∈ unitaryGroup (Fin d) ℂ)
    (A : Matrix (Fin d) (Fin d) ℂ) : ∑ n, velocity A U n = A.trace.re := by
  rw [← block_trace hU A, Matrix.trace, Complex.re_sum]
  rfl

lemma block_hermitian {A : Matrix (Fin d) (Fin d) ℂ} (hA : A.IsHermitian)
    (U : Matrix (Fin d) (Fin d) ℂ) : (block A U).IsHermitian := by
  unfold block Matrix.IsHermitian
  rw [conjTranspose_mul, conjTranspose_mul, conjTranspose_conjTranspose, hA.eq,
    Matrix.mul_assoc]

lemma block_diag {A : Matrix (Fin d) (Fin d) ℂ} (hA : A.IsHermitian)
    (U : Matrix (Fin d) (Fin d) ℂ) (n : Fin d) : block A U n n = (velocity A U n : ℂ) := by
  have h := congrArg Complex.im ((block_hermitian hA U).apply n n)
  rw [Complex.star_def, Complex.conj_im] at h
  apply Complex.ext
  · rfl
  · rw [Complex.ofReal_im]
    linarith

/-- For Hermitian `A`, `tr(A²)` is the diagonal-only Drude sum in any orthonormal basis plus the
squared moduli of the velocity matrix elements between different basis states. -/
theorem weight_split {A U : Matrix (Fin d) (Fin d) ℂ} (hA : A.IsHermitian)
    (hU : U ∈ unitaryGroup (Fin d) ℂ) :
    (A * A).trace.re =
      diagDrude A U + ∑ n, ∑ m ∈ Finset.univ.erase n, ‖block A U m n‖ ^ 2 := by
  have h : U * Uᴴ = 1 := Matrix.mem_unitaryGroup_iff.mp hU
  have hB := block_hermitian hA U
  -- the square of the block is the block of the square
  have h1 : block (A * A) U = block A U * block A U := by
    unfold block
    calc Uᴴ * (A * A) * U = Uᴴ * A * 1 * A * U := by
          simp only [Matrix.mul_one, Matrix.mul_assoc]
      _ = Uᴴ * A * (U * Uᴴ) * A * U := by rw [h]
      _ = Uᴴ * A * U * (Uᴴ * A * U) := by simp only [Matrix.mul_assoc]
  rw [← block_trace hU (A * A), h1, diagDrude, ← Finset.sum_add_distrib, Matrix.trace,
    Complex.re_sum]
  refine Finset.sum_congr rfl fun n _ => ?_
  have hd : velocity A U n ^ 2 = ‖block A U n n‖ ^ 2 := by
    rw [block_diag hA, Complex.norm_real, Real.norm_eq_abs, sq_abs]
  rw [hd]
  refine Eq.trans ?_ (Finset.add_sum_erase Finset.univ
    (fun m => ‖block A U m n‖ ^ 2) (Finset.mem_univ n)).symm
  rw [Matrix.diag_apply, Matrix.mul_apply, Complex.re_sum]
  refine Finset.sum_congr rfl fun m _ => ?_
  rw [← hB.apply n m, Complex.sq_norm, Complex.normSq_apply]
  simp [Complex.mul_re]

lemma block_of_eigenbasis {A U : Matrix (Fin d) (Fin d) ℂ} (hU : U ∈ unitaryGroup (Fin d) ℂ)
    (h : IsEigenbasis A U) :
    ∃ v : Fin d → ℝ, block A U = Matrix.diagonal fun n => (v n : ℂ) := by
  have h' : Uᴴ * U = 1 := Matrix.mem_unitaryGroup_iff'.mp hU
  choose v hv using h
  have hm : A * U = U * Matrix.diagonal fun n => (v n : ℂ) := by
    ext i n
    rw [Matrix.mul_diagonal, mul_comm (U i n)]
    exact congrFun (hv n) i
  exact ⟨v, by rw [block, Matrix.mul_assoc, hm, ← Matrix.mul_assoc, h', Matrix.one_mul]⟩

/-- For Hermitian `A`, an orthonormal basis gives the Drude sum `tr(A²)` exactly when it is an
eigenbasis of `A`. -/
theorem full_weight_iff {A U : Matrix (Fin d) (Fin d) ℂ} (hA : A.IsHermitian)
    (hU : U ∈ unitaryGroup (Fin d) ℂ) :
    diagDrude A U = (A * A).trace.re ↔ IsEigenbasis A U := by
  have h : U * Uᴴ = 1 := Matrix.mem_unitaryGroup_iff.mp hU
  rw [weight_split hA hU]
  constructor
  · intro hW n
    have h0 : ∑ n, ∑ m ∈ Finset.univ.erase n, ‖block A U m n‖ ^ 2 = 0 := by linarith
    -- no weight is missing, so all off-diagonal elements vanish
    have hoff : ∀ m, m ≠ n → block A U m n = 0 := by
      intro m hm
      have h1 := (Finset.sum_eq_zero_iff_of_nonneg
        (fun n _ => Finset.sum_nonneg fun m _ => sq_nonneg _)).mp h0 n (Finset.mem_univ n)
      have h2 := (Finset.sum_eq_zero_iff_of_nonneg (fun m _ => sq_nonneg _)).mp h1 m
        (Finset.mem_erase.mpr ⟨hm, Finset.mem_univ m⟩)
      simpa using h2
    have hAU : A * U = U * block A U := by
      rw [block, ← Matrix.mul_assoc, ← Matrix.mul_assoc, h, Matrix.one_mul]
    refine ⟨velocity A U n, ?_⟩
    ext i
    have h3 : (A * U) i n = (velocity A U n : ℂ) * U i n := by
      rw [hAU, Matrix.mul_apply, Finset.sum_eq_single n, block_diag hA, mul_comm]
      · intro m _ hm
        rw [hoff m hm, mul_zero]
      · exact fun hn => absurd (Finset.mem_univ n) hn
    exact h3
  · intro hE
    obtain ⟨v, hv⟩ := block_of_eigenbasis hU hE
    have h0 : ∑ n, ∑ m ∈ Finset.univ.erase n, ‖block A U m n‖ ^ 2 = 0 :=
      Finset.sum_eq_zero fun n _ => Finset.sum_eq_zero fun m hm => by
        rw [hv, Matrix.diagonal_apply_ne _ (Finset.ne_of_mem_erase hm)]
        simp
    linarith

/-- For `d ≥ 1`, the Drude sum in an orthonormal basis is `(tr A)²/d` plus the squared deviations
of the band velocities from `tr A / d`, with the real part of the trace taken throughout. -/
theorem variance_split [NeZero d] {U : Matrix (Fin d) (Fin d) ℂ}
    (hU : U ∈ unitaryGroup (Fin d) ℂ) (A : Matrix (Fin d) (Fin d) ℂ) :
    diagDrude A U = A.trace.re ^ 2 / d + ∑ n, (velocity A U n - A.trace.re / d) ^ 2 := by
  have hd : (d : ℝ) ≠ 0 := Nat.cast_ne_zero.mpr (NeZero.ne d)
  have hc : (d : ℝ) * (A.trace.re / d) = A.trace.re := mul_div_cancel₀ _ hd
  simp only [diagDrude, sub_sq, Finset.sum_add_distrib, Finset.sum_sub_distrib,
    ← Finset.sum_mul, ← Finset.mul_sum, sum_velocity hU A, Finset.sum_const,
    Finset.card_univ, Fintype.card_fin, nsmul_eq_mul]
  linear_combination (-(A.trace.re / d)) * hc

lemma root_conj [NeZero d] :
    (starRingEnd ℂ) (Complex.exp (2 * Real.pi * Complex.I / d)) *
      Complex.exp (2 * Real.pi * Complex.I / d) = 1 := by
  have hz := Complex.isPrimitiveRoot_exp d (NeZero.ne d)
  have hn := Complex.norm_eq_one_of_pow_eq_one hz.pow_eq_one (NeZero.ne d)
  rw [mul_comm, Complex.mul_conj, Complex.normSq_eq_norm_sq, hn]
  simp

lemma dft_entry (k j l : Fin d) : star (dft d k j) * dft d k l =
    ((starRingEnd ℂ) (Complex.exp (2 * Real.pi * Complex.I / d)) ^ (j : ℕ) *
      Complex.exp (2 * Real.pi * Complex.I / d) ^ (l : ℕ)) ^ (k : ℕ) / d := by
  simp only [dft, Matrix.of_apply, Complex.star_def, map_div₀, map_pow, Complex.conj_ofReal]
  rw [div_mul_div_comm, ← Complex.ofReal_mul, Real.mul_self_sqrt (Nat.cast_nonneg d),
    Complex.ofReal_natCast, mul_pow]

/-- The discrete Fourier matrix is unitary for `d ≥ 1`. -/
theorem dft_unitary [NeZero d] : dft d ∈ unitaryGroup (Fin d) ℂ := by
  have hd : (d : ℂ) ≠ 0 := Nat.cast_ne_zero.mpr (NeZero.ne d)
  have hz := Complex.isPrimitiveRoot_exp d (NeZero.ne d)
  have hc := root_conj (d := d)
  rw [Matrix.mem_unitaryGroup_iff']
  ext j l
  rw [Matrix.star_eq_conjTranspose, Matrix.mul_apply]
  simp only [Matrix.conjTranspose_apply, dft_entry]
  generalize Complex.exp (2 * Real.pi * Complex.I / d) = z at hz hc ⊢
  rw [← Finset.sum_div,
    Fin.sum_univ_eq_sum_range (fun k => ((starRingEnd ℂ) z ^ (j : ℕ) * z ^ (l : ℕ)) ^ k) d]
  by_cases hjl : j = l
  · subst hjl
    rw [← mul_pow, hc]
    simp [hd]
  · -- the phases run over a full period and cancel
    have hw : (starRingEnd ℂ) z ^ (j : ℕ) * z ^ (l : ℕ) ≠ 1 := by
      intro hw
      have hp : (starRingEnd ℂ) z ^ (j : ℕ) * z ^ (j : ℕ) = 1 := by
        rw [← mul_pow, hc, one_pow]
      have he : z ^ (j : ℕ) = z ^ (l : ℕ) := by
        linear_combination z ^ (l : ℕ) * hp - z ^ (j : ℕ) * hw
      exact hjl (Fin.ext (hz.pow_inj j.isLt l.isLt he))
    have hwd : ((starRingEnd ℂ) z ^ (j : ℕ) * z ^ (l : ℕ)) ^ d = 1 := by
      rw [mul_pow, ← pow_mul, ← pow_mul, mul_comm (j : ℕ), mul_comm (l : ℕ), pow_mul, pow_mul,
        ← map_pow, hz.pow_eq_one]
      simp
    have hg := mul_neg_geom_sum ((starRingEnd ℂ) z ^ (j : ℕ) * z ^ (l : ℕ)) d
    rw [hwd, sub_self] at hg
    rw [(mul_eq_zero.mp hg).resolve_left (sub_ne_zero.mpr hw.symm), zero_div,
      Matrix.one_apply_ne hjl]

lemma exists_eigenbasis {A : Matrix (Fin d) (Fin d) ℂ} (hA : A.IsHermitian) :
    ∃ V ∈ unitaryGroup (Fin d) ℂ, IsEigenbasis A V := by
  refine ⟨hA.eigenvectorUnitary, hA.eigenvectorUnitary.2, fun n => ⟨hA.eigenvalues n, ?_⟩⟩
  have hcol : (fun i => (hA.eigenvectorUnitary : Matrix (Fin d) (Fin d) ℂ) i n) =
      (hA.eigenvectorBasis n).ofLp := by
    ext i
    exact hA.eigenvectorUnitary_apply i n
  rw [hcol]
  refine (hA.mulVec_eigenvectorBasis n).trans ?_
  ext i
  simp

/-- For Hermitian `A` and `d ≥ 1`, some orthonormal basis gives every state the same band
velocity `tr A / d`. -/
theorem exists_equal_velocities [NeZero d] {A : Matrix (Fin d) (Fin d) ℂ}
    (hA : A.IsHermitian) :
    ∃ U ∈ unitaryGroup (Fin d) ℂ, ∀ n, velocity A U n = A.trace.re / d := by
  obtain ⟨V, hV, hE⟩ := exists_eigenbasis hA
  obtain ⟨v, hv⟩ := block_of_eigenbasis hV hE
  have hs : ∑ m, v m = A.trace.re := by
    rw [← sum_velocity hV A]
    exact Finset.sum_congr rfl fun m _ => by simp [velocity, hv]
  -- mix the eigenstates with equal weights
  refine ⟨V * dft d, mul_mem hV dft_unitary, fun n => ?_⟩
  have hb : block A (V * dft d) = (dft d)ᴴ * block A V * dft d := by
    simp only [block, Matrix.conjTranspose_mul, Matrix.mul_assoc]
  have hn : block A (V * dft d) n n = (((∑ m, v m) / d : ℝ) : ℂ) := by
    rw [hb, hv, Matrix.mul_apply]
    push_cast
    rw [Finset.sum_div]
    refine Finset.sum_congr rfl fun m _ => ?_
    have hm : star (dft d m n) * dft d m n = 1 / d := by
      rw [dft_entry, ← mul_pow, root_conj, one_pow, one_pow]
    rw [Matrix.mul_diagonal, Matrix.conjTranspose_apply]
    linear_combination (v m : ℂ) * hm
  rw [velocity, hn, Complex.ofReal_re, hs]

/-- For a Hermitian velocity block `A` of a `d`-fold degenerate level, `d ≥ 1`, the diagonal-only
Drude sum over orthonormal bases has greatest value `tr(A²)`, reached exactly by the eigenbases
of `A`, and least value `(tr A)²/d`. -/
theorem drude_range [NeZero d] {A : Matrix (Fin d) (Fin d) ℂ} (hA : A.IsHermitian) :
    IsGreatest {W | ∃ U ∈ unitaryGroup (Fin d) ℂ, diagDrude A U = W} (A * A).trace.re ∧
    (∀ U ∈ unitaryGroup (Fin d) ℂ,
      (diagDrude A U = (A * A).trace.re ↔ IsEigenbasis A U)) ∧
    IsLeast {W | ∃ U ∈ unitaryGroup (Fin d) ℂ, diagDrude A U = W} (A.trace.re ^ 2 / d) := by
  refine ⟨⟨?_, ?_⟩, fun U hU => full_weight_iff hA hU, ⟨?_, ?_⟩⟩
  · obtain ⟨V, hV, hE⟩ := exists_eigenbasis hA
    exact ⟨V, hV, (full_weight_iff hA hV).mpr hE⟩
  · rintro W ⟨U, hU, rfl⟩
    rw [weight_split hA hU]
    exact le_add_of_nonneg_right
      (Finset.sum_nonneg fun n _ => Finset.sum_nonneg fun m _ => sq_nonneg _)
  · obtain ⟨U, hU, hv⟩ := exists_equal_velocities hA
    refine ⟨U, hU, ?_⟩
    rw [variance_split hU A]
    simp [hv]
  · rintro W ⟨U, hU, rfl⟩
    rw [variance_split hU A]
    exact le_add_of_nonneg_right (Finset.sum_nonneg fun n _ => sq_nonneg _)

/-- For Hermitian `A` and `d ≥ 1`, some orthonormal basis makes the diagonal-only Drude sum
vanish exactly when `tr A = 0`. -/
theorem drude_can_vanish_iff [NeZero d] {A : Matrix (Fin d) (Fin d) ℂ} (hA : A.IsHermitian) :
    (∃ U ∈ unitaryGroup (Fin d) ℂ, diagDrude A U = 0) ↔ A.trace = 0 := by
  constructor
  · rintro ⟨U, hU, h0⟩
    rw [← block_trace hU A, Matrix.trace]
    refine Finset.sum_eq_zero fun n _ => ?_
    have h1 := (Finset.sum_eq_zero_iff_of_nonneg (fun n _ => sq_nonneg _)).mp h0 n
      (Finset.mem_univ n)
    rw [Matrix.diag_apply, block_diag hA, pow_eq_zero_iff two_ne_zero |>.mp h1,
      Complex.ofReal_zero]
  · intro h
    obtain ⟨U, hU, hv⟩ := exists_equal_velocities hA
    exact ⟨U, hU, by simp [diagDrude, hv, h]⟩

/-- For the two-band velocity block `σₓ`, the unrotated basis gives Drude sum zero, while
`tr(σₓ²) = 2`. -/
theorem crossing_loses_all_weight :
    diagDrude !![0, 1; 1, 0] (1 : Matrix (Fin 2) (Fin 2) ℂ) = 0 ∧
    ((!![0, 1; 1, 0] : Matrix (Fin 2) (Fin 2) ℂ) * !![0, 1; 1, 0]).trace.re = 2 := by
  constructor
  · simp [diagDrude, velocity, block, Fin.sum_univ_two]
  · norm_num [Matrix.trace_fin_two, Matrix.mul_apply, Fin.sum_univ_two]

end

end DegenerateDrude
```

```lean
#print axioms DegenerateDrude.drude_range
#print axioms DegenerateDrude.drude_can_vanish_iff
#print axioms DegenerateDrude.crossing_loses_all_weight
```

```
'DegenerateDrude.drude_range' depends on axioms: [propext, Classical.choice, Quot.sound]
'DegenerateDrude.drude_can_vanish_iff' depends on axioms: [propext, Classical.choice, Quot.sound]
'DegenerateDrude.crossing_loses_all_weight' depends on axioms: [propext, Classical.choice, Quot.sound]
```

## From the matrices to the physics, and the limits

A basis is a matrix `U` in `unitaryGroup (Fin d) ℂ`, `block A U` is \(B\), and `diagDrude A U` is \(W\). `velocity` takes a real part, which loses nothing for Hermitian `A`, as `block_diag` shows; the `.re` on the traces is equally harmless. `IsEigenbasis` alone would allow zero columns, but unitarity excludes them. `[NeZero d]` says \(d\ge1\).

In `drude_range`, `IsGreatest` and `IsLeast` each say that the value is reached and that it bounds all others; the middle clause identifies the maximisers. `drude_can_vanish_iff` is the trace criterion. `crossing_loses_all_weight` evaluates the block \(\sigma_x\): sum \(0\) in the given basis, against \(\operatorname{tr}(\sigma_x^2)=2\).

The proof follows the derivation:

- `block_trace` and `sum_velocity` give the sum rule by cycling the trace.
- `weight_split` uses `block_hermitian` to turn products into squared moduli, and separates the diagonal term with `Finset.add_sum_erase`.
- `full_weight_iff` deduces from a zero sum of squares that each off-diagonal element vanishes; `block_of_eigenbasis` serves the converse.
- `variance_split` expands the squared deviations.
- `root_conj` and `dft_entry` prepare the phases for `dft_unitary`, where `mul_neg_geom_sum` supplies the geometric sum.
- `exists_eigenbasis` takes the eigenvectors from Mathlib's spectral theorem, and `exists_equal_velocities` multiplies them by `dft d`.

The theorems concern one exactly given Hermitian matrix. That it is the velocity block of a degenerate level, and that its eigenvalues are band slopes, is physical input. The Fermi factor, the \(k\)-sum and the prefactors do not appear, nor does the tolerance by which a code decides that two levels are degenerate, nor rounding.
